# The plane-spacing formula $1/d^2=h^{\mathsf T}G^{-1}h$ for an invertible cell and nonzero index vector

## From a cell to a diffraction angle

To predict the angle of a powder reflection, one computes the spacing $d$ from the cell and the indices, then inserts it into Bragg's law. The formula below supplies $d$ for any cell shape.

Let the columns of a real invertible matrix $A$ be the cell vectors. Fractional coordinates $x$ give the Cartesian point $Ax$, and $G=A^{\mathsf T}A$ is the metric tensor. For a real index vector $h\neq0$, the plane of order $m$ consists of the points $Ax$ with $h\cdot x=m$. The spacing $d$ is the least length of a point on the plane $m=1$, which is the distance of that plane from the origin.

## The reciprocal vector is the plane normal

Put $g=A^{-\mathsf T}h$, without a factor $2\pi$. Then

$$g\cdot(Ax)=h^{\mathsf T}A^{-1}Ax=h\cdot x .$$

Every $r$ equals $Ax$ with $x=A^{-1}r$, so the plane is exactly $\{r: g\cdot r=m\}$. Since $G^{-1}=A^{-1}A^{-\mathsf T}$,

$$g\cdot g=h^{\mathsf T}A^{-1}A^{-\mathsf T}h=h^{\mathsf T}G^{-1}h .$$

This is positive: $g=0$ would give $h\cdot h=g\cdot(Ah)=0$, hence $h=0$.

## The nearest point

Let $r_0=(m/g\cdot g)\,g$. It lies on the plane because $g\cdot r_0=m$. For any $r$ on the plane,

$$|r-r_0|^2=r\cdot r-\frac{2m}{g\cdot g}\,g\cdot r+\frac{m^2}{g\cdot g}=r\cdot r-\frac{m^2}{g\cdot g}.$$

So $r\cdot r=m^2/(g\cdot g)+|r-r_0|^2$. The least length is $|m|/|g|$, attained only at $r_0$. Setting $m=1$ gives $d=1/|g|$ and

$$\frac1{d^2}=h^{\mathsf T}G^{-1}h .$$

If $r$ and $s$ lie on the planes of order $m+1$ and $m$, then $g\cdot(r-s)=1$, so $|r-s|\ge d$. Equality occurs when $s$ is the foot point of order $m$ and $r-s$ is that of order 1. Thus $d$ is also the distance between consecutive planes.

## Two cell shapes and one dimension

For $A=\mathrm{diag}(a_i)$ with all $a_i\neq0$, $G^{-1}=\mathrm{diag}(1/a_i^2)$ and $1/d^2=\sum_i h_i^2/a_i^2$.

For a hexagonal cell with two basal edges of length $a$ at $120^\circ$ and a perpendicular edge of length $c$, the basal block of $G$ and its inverse are

$$a^2\begin{pmatrix}1&-\tfrac12\\-\tfrac12&1\end{pmatrix},\qquad \frac{4}{3a^2}\begin{pmatrix}1&\tfrac12\\\tfrac12&1\end{pmatrix}.$$

With indices $(h,k,l)$, now scalars, this gives $1/d^2=4(h^2+hk+k^2)/(3a^2)+l^2/c^2$.

In one dimension, with $A=(a)$, the "plane" $hx=1$ is the single point $a/h$, so $d=|a/h|$.

## Reading the formal statement

In `plane_spacing_formula`, `n` is any finite index type, `hA : IsUnit A.det` says that the cell vectors are linearly independent, and `hh` says $h\neq0$. `planeSpacing` is defined as an infimum; the `IsLeast` clause says that some point of the plane attains it. The other clauses give $d>0$ and the formula. `euclideanLength` is written out as $\sqrt{v\cdot v}$ because Mathlib's default norm on `n → ℝ` is the maximum norm.

The indices are real, and no lattice points enter. If the cell is primitive, so that the lattice points are those with integer $x$, then for coprime integer indices the planes of integer order are the usual lattice planes; for $(2,0,0)$, those of odd order contain no lattice points. Structure factors and extinctions are likewise absent.

In a plane-wave calculation with a fixed periodic cell, the same quadratic form, multiplied by $4\pi^2$, gives the squared length of a plane wave's total wave vector (crystal wave vector plus reciprocal-lattice vector) when $h$ holds its coordinates in the reciprocal basis with the factor $2\pi$ included, that is, the columns of $2\pi A^{-\mathsf T}$. Half of this, in Hartree atomic units, is the kinetic energy compared with the cutoff.

## The complete file

In Lean 4 with Mathlib:

```lean
import Mathlib

open Matrix

namespace PlaneSpacing

noncomputable section

variable {n : Type*} [Fintype n] [DecidableEq n]

/-- Euclidean length of a Cartesian vector. -/
def euclideanLength (v : n → ℝ) : ℝ := Real.sqrt (v ⬝ᵥ v)

/-- Metric tensor `G = Aᵀ A` of the cell whose basis vectors are the columns of `A`. -/
def metricTensor (A : Matrix n n ℝ) : Matrix n n ℝ := Aᵀ * A

/-- Reciprocal vector `g = A⁻ᵀ h` with index vector `h`. -/
def reciprocalVector (A : Matrix n n ℝ) (h : n → ℝ) : n → ℝ := (A⁻¹)ᵀ *ᵥ h

/-- The plane of index `h` and order `m`: Cartesian points `A x` whose fractional
coordinates satisfy `h · x = m`. -/
def latticePlane (A : Matrix n n ℝ) (h : n → ℝ) (m : ℝ) : Set (n → ℝ) :=
  {r | ∃ x, h ⬝ᵥ x = m ∧ r = A *ᵥ x}

/-- The point `(m / g·g) g` along the reciprocal vector `g`. -/
def footPoint (A : Matrix n n ℝ) (h : n → ℝ) (m : ℝ) : n → ℝ :=
  (m / (reciprocalVector A h ⬝ᵥ reciprocalVector A h)) • reciprocalVector A h

/-- Plane spacing: the infimum of the lengths of the points on the plane `h · x = 1`. -/
def planeSpacing (A : Matrix n n ℝ) (h : n → ℝ) : ℝ :=
  sInf (euclideanLength '' latticePlane A h 1)

/-- Hexagonal cell with columns `(a, 0, 0)`, `(-a/2, a√3/2, 0)` and `(0, 0, c)`. -/
def hexagonalCell (a c : ℝ) : Matrix (Fin 3) (Fin 3) ℝ :=
  !![a, -a / 2, 0; 0, a * Real.sqrt 3 / 2, 0; 0, 0, c]

variable {A : Matrix n n ℝ} {h : n → ℝ}

/-- The reciprocal vector paired with the Cartesian point `A x` gives `h · x`. -/
theorem reciprocalVector_dot_mulVec (hA : IsUnit A.det) (h x : n → ℝ) :
    reciprocalVector A h ⬝ᵥ A *ᵥ x = h ⬝ᵥ x := by
  rw [reciprocalVector, mulVec_transpose, ← dotProduct_mulVec, mulVec_mulVec,
    nonsing_inv_mul _ hA, one_mulVec]

/-- Cartesian equation of the plane: `r` lies on it exactly when `g · r = m`. -/
theorem mem_latticePlane_iff (hA : IsUnit A.det) {m : ℝ} {r : n → ℝ} :
    r ∈ latticePlane A h m ↔ reciprocalVector A h ⬝ᵥ r = m := by
  constructor
  · rintro ⟨x, hx, rfl⟩
    rw [reciprocalVector_dot_mulVec hA, hx]
  · intro hr
    have hx : A *ᵥ (A⁻¹ *ᵥ r) = r := by
      rw [mulVec_mulVec, mul_nonsing_inv _ hA, one_mulVec]
    refine ⟨A⁻¹ *ᵥ r, ?_, hx.symm⟩
    rw [← reciprocalVector_dot_mulVec hA h, hx, hr]

/-- For `h ≠ 0` the squared length `g · g` is positive and equals `hᵀ G⁻¹ h`. -/
theorem reciprocalVector_normSq (hA : IsUnit A.det) (hh : h ≠ 0) :
    0 < reciprocalVector A h ⬝ᵥ reciprocalVector A h ∧
      reciprocalVector A h ⬝ᵥ reciprocalVector A h = h ⬝ᵥ (metricTensor A)⁻¹ *ᵥ h := by
  constructor
  · have h0 : 0 ≤ reciprocalVector A h ⬝ᵥ reciprocalVector A h :=
      Finset.sum_nonneg fun i _ => mul_self_nonneg (reciprocalVector A h i)
    refine lt_of_le_of_ne h0 fun hz => hh ?_
    -- g = 0 would force h · h = g · (A h) = 0
    have hg : reciprocalVector A h = 0 := dotProduct_self_eq_zero.mp hz.symm
    have hd := reciprocalVector_dot_mulVec hA h h
    rw [hg, zero_dotProduct] at hd
    exact dotProduct_self_eq_zero.mp hd.symm
  · -- the inverse metric is A⁻¹ A⁻ᵀ
    have hG : metricTensor A * (A⁻¹ * (A⁻¹)ᵀ) = 1 :=
      calc Aᵀ * A * (A⁻¹ * (A⁻¹)ᵀ) = Aᵀ * (A * A⁻¹) * (A⁻¹)ᵀ := by
            simp only [Matrix.mul_assoc]
        _ = (A⁻¹ * A)ᵀ := by rw [mul_nonsing_inv _ hA, Matrix.mul_one, transpose_mul]
        _ = 1 := by rw [nonsing_inv_mul _ hA, transpose_one]
    rw [inv_eq_right_inv hG, ← mulVec_mulVec, dotProduct_mulVec h A⁻¹, ← mulVec_transpose,
      reciprocalVector]

/-- The foot point lies on the plane of order `m`. -/
theorem footPoint_mem (hA : IsUnit A.det) (hh : h ≠ 0) (m : ℝ) :
    footPoint A h m ∈ latticePlane A h m := by
  rw [mem_latticePlane_iff hA, footPoint, dotProduct_smul, smul_eq_mul]
  exact div_mul_cancel₀ m (reciprocalVector_normSq hA hh).1.ne'

/-- For a point `r` of the plane, `r · r` is `m² / g·g` plus the squared distance from `r`
to the foot point. -/
theorem normSq_decomposition (hA : IsUnit A.det) (hh : h ≠ 0) {m : ℝ} {r : n → ℝ}
    (hr : r ∈ latticePlane A h m) :
    r ⬝ᵥ r = m ^ 2 / (reciprocalVector A h ⬝ᵥ reciprocalVector A h) +
      (r - footPoint A h m) ⬝ᵥ (r - footPoint A h m) := by
  have key : ∀ (g : n → ℝ) (c : ℝ),
      (r - c • g) ⬝ᵥ (r - c • g) = r ⬝ᵥ r - 2 * c * (g ⬝ᵥ r) + c ^ 2 * (g ⬝ᵥ g) := by
    intro g c
    simp only [sub_dotProduct, dotProduct_sub, smul_dotProduct, dotProduct_smul, smul_eq_mul]
    rw [dotProduct_comm r g]
    ring
  have hc := div_mul_cancel₀ m (reciprocalVector_normSq hA hh).1.ne'
  rw [footPoint, key, (mem_latticePlane_iff hA).mp hr]
  linear_combination (-(m / (reciprocalVector A h ⬝ᵥ reciprocalVector A h))) * hc

/-- The least length of a point on the plane of order `m` exists and is `|m| / |g|`. -/
theorem isLeast_length (hA : IsUnit A.det) (hh : h ≠ 0) (m : ℝ) :
    IsLeast (euclideanLength '' latticePlane A h m)
      (|m| / euclideanLength (reciprocalVector A h)) := by
  have hs : |m| / euclideanLength (reciprocalVector A h) =
      Real.sqrt (m ^ 2 / (reciprocalVector A h ⬝ᵥ reciprocalVector A h)) := by
    rw [euclideanLength, Real.sqrt_div (sq_nonneg m), Real.sqrt_sq_eq_abs]
  rw [hs]
  constructor
  · -- attained at the foot point
    have hf := footPoint_mem hA hh m
    have hp := normSq_decomposition hA hh hf
    rw [sub_self, dotProduct_zero, add_zero] at hp
    refine ⟨footPoint A h m, hf, ?_⟩
    rw [euclideanLength, hp]
  · -- any other point adds a nonnegative in-plane term
    rintro _ ⟨r, hr, rfl⟩
    have hp := normSq_decomposition hA hh hr
    have h0 : 0 ≤ (r - footPoint A h m) ⬝ᵥ (r - footPoint A h m) :=
      Finset.sum_nonneg fun i _ => mul_self_nonneg ((r - footPoint A h m) i)
    unfold euclideanLength
    apply Real.sqrt_le_sqrt
    linarith

/-- The plane spacing is the inverse length of the reciprocal vector, `d = 1 / |g|`. -/
theorem planeSpacing_eq (hA : IsUnit A.det) (hh : h ≠ 0) :
    planeSpacing A h = 1 / euclideanLength (reciprocalVector A h) := by
  rw [planeSpacing, (isLeast_length hA hh 1).csInf_eq, abs_one]

/-- General plane-spacing formula: the least length `d` of a point `A x` with `h · x = 1`
is attained, is positive, and satisfies `1 / d² = hᵀ G⁻¹ h`. -/
theorem plane_spacing_formula (hA : IsUnit A.det) (hh : h ≠ 0) :
    IsLeast (euclideanLength '' latticePlane A h 1) (planeSpacing A h) ∧
      0 < planeSpacing A h ∧
      1 / planeSpacing A h ^ 2 = h ⬝ᵥ (metricTensor A)⁻¹ *ᵥ h := by
  obtain ⟨hpos, heq⟩ := reciprocalVector_normSq hA hh
  have hd := planeSpacing_eq hA hh
  refine ⟨?_, ?_, ?_⟩
  · have hl := isLeast_length hA hh 1
    rw [abs_one] at hl
    rw [hd]
    exact hl
  · rw [hd]
    exact one_div_pos.mpr (Real.sqrt_pos.mpr hpos)
  · rw [hd, div_pow, one_pow, one_div_one_div, euclideanLength, Real.sq_sqrt hpos.le]
    exact heq

/-- A point on the plane of order `m` has length `|m| d` exactly when it is the foot point. -/
theorem length_eq_iff (hA : IsUnit A.det) (hh : h ≠ 0) {m : ℝ} {r : n → ℝ}
    (hr : r ∈ latticePlane A h m) :
    euclideanLength r = |m| * planeSpacing A h ↔ r = footPoint A h m := by
  have hs : |m| * planeSpacing A h =
      Real.sqrt (m ^ 2 / (reciprocalVector A h ⬝ᵥ reciprocalVector A h)) := by
    rw [planeSpacing_eq hA hh, mul_one_div, euclideanLength, Real.sqrt_div (sq_nonneg m),
      Real.sqrt_sq_eq_abs]
  have h1 : 0 ≤ r ⬝ᵥ r := Finset.sum_nonneg fun i _ => mul_self_nonneg (r i)
  have h2 := div_nonneg (sq_nonneg m) (reciprocalVector_normSq hA hh).1.le
  have hp := normSq_decomposition hA hh hr
  rw [hs, euclideanLength, Real.sqrt_inj h1 h2]
  constructor
  · intro he
    have hz : (r - footPoint A h m) ⬝ᵥ (r - footPoint A h m) = 0 := by linarith
    exact sub_eq_zero.mp (dotProduct_self_eq_zero.mp hz)
  · intro he
    have hz : r - footPoint A h m = 0 := sub_eq_zero.mpr he
    rw [hz, dotProduct_zero, add_zero] at hp
    exact hp

/-- The spacing is the least distance between a point on the plane of order `m + 1` and a
point on the plane of order `m`. -/
theorem isLeast_adjacent_distance (hA : IsUnit A.det) (hh : h ≠ 0) (m : ℝ) :
    IsLeast {t | ∃ r ∈ latticePlane A h (m + 1), ∃ s ∈ latticePlane A h m,
      t = euclideanLength (r - s)} (planeSpacing A h) := by
  obtain ⟨⟨r₀, hr₀, hl⟩, hlb⟩ := (plane_spacing_formula hA hh).1
  have hf := footPoint_mem hA hh m
  constructor
  · refine ⟨footPoint A h m + r₀, ?_, footPoint A h m, hf, ?_⟩
    · rw [mem_latticePlane_iff hA, dotProduct_add, (mem_latticePlane_iff hA).mp hf,
        (mem_latticePlane_iff hA).mp hr₀]
    · rw [add_sub_cancel_left, hl]
  · -- the difference of the two points lies on the plane of order 1
    rintro _ ⟨r, hr, s, hs, rfl⟩
    have hm : r - s ∈ latticePlane A h 1 := by
      rw [mem_latticePlane_iff hA, dotProduct_sub, (mem_latticePlane_iff hA).mp hr,
        (mem_latticePlane_iff hA).mp hs]
      ring
    exact hlb ⟨r - s, hm, rfl⟩

/-- For a diagonal cell matrix with nonzero entries `a i`, `1 / d² = ∑ h i² / a i²`. -/
theorem orthorhombic_spacing {a : n → ℝ} (ha : ∀ i, a i ≠ 0) (hh : h ≠ 0) :
    1 / planeSpacing (diagonal a) h ^ 2 = ∑ i, h i ^ 2 / a i ^ 2 := by
  have hA : IsUnit (diagonal a).det := by
    rw [det_diagonal]
    exact isUnit_iff_ne_zero.mpr (Finset.prod_ne_zero_iff.mpr fun i _ => ha i)
  have hinv : (metricTensor (diagonal a))⁻¹ = diagonal fun i => 1 / a i ^ 2 := by
    apply inv_eq_right_inv
    rw [metricTensor, diagonal_transpose, diagonal_mul_diagonal, diagonal_mul_diagonal,
      ← diagonal_one]
    congr 1
    funext i
    have hi := ha i
    show a i * a i * (1 / a i ^ 2) = 1
    field_simp
  rw [(plane_spacing_formula hA hh).2.2, hinv, dotProduct]
  refine Finset.sum_congr rfl fun i _ => ?_
  simp only [mulVec_diagonal]
  ring

/-- For the hexagonal cell, `1 / d² = 4 (h² + h k + k²) / (3 a²) + l² / c²`. -/
theorem hexagonal_spacing {a c h k l : ℝ} (ha : a ≠ 0) (hc : c ≠ 0)
    (hh : ![h, k, l] ≠ 0) :
    1 / planeSpacing (hexagonalCell a c) ![h, k, l] ^ 2 =
      4 * (h ^ 2 + h * k + k ^ 2) / (3 * a ^ 2) + l ^ 2 / c ^ 2 := by
  have hs : Real.sqrt 3 * Real.sqrt 3 = 3 := Real.mul_self_sqrt (by norm_num)
  -- explicit metric tensor
  have hG : metricTensor (hexagonalCell a c) =
      !![a ^ 2, -(a ^ 2 / 2), 0; -(a ^ 2 / 2), a ^ 2, 0; 0, 0, c ^ 2] := by
    ext i j
    fin_cases i <;> fin_cases j <;>
      simp [metricTensor, hexagonalCell, Matrix.mul_apply, Fin.sum_univ_succ] <;>
      first | ring1 | linear_combination (a ^ 2 / 4) * hs
  -- explicit inverse metric
  have hmul : metricTensor (hexagonalCell a c) *
      !![4 / (3 * a ^ 2), 2 / (3 * a ^ 2), 0; 2 / (3 * a ^ 2), 4 / (3 * a ^ 2), 0;
        0, 0, 1 / c ^ 2] = 1 := by
    rw [hG, Matrix.one_fin_three]
    ext i j
    fin_cases i <;> fin_cases j <;>
      simp [Matrix.mul_apply, Fin.sum_univ_succ, hc] <;> field_simp <;> ring1
  have hA : IsUnit (hexagonalCell a c).det := by
    refine isUnit_iff_ne_zero.mpr fun h0 => ?_
    have hd := congrArg det hmul
    rw [det_mul, metricTensor, det_mul, h0, mul_zero, zero_mul, det_one] at hd
    exact zero_ne_one hd
  rw [(plane_spacing_formula hA hh).2.2, inv_eq_right_inv hmul]
  simp [dotProduct, Matrix.mulVec, Fin.sum_univ_succ]
  ring

end

end PlaneSpacing
```

```lean
#print axioms PlaneSpacing.plane_spacing_formula
-- 'PlaneSpacing.plane_spacing_formula' depends on axioms: [propext, Classical.choice, Quot.sound]
#print axioms PlaneSpacing.isLeast_adjacent_distance
-- 'PlaneSpacing.isLeast_adjacent_distance' depends on axioms: [propext, Classical.choice, Quot.sound]
#print axioms PlaneSpacing.orthorhombic_spacing
-- 'PlaneSpacing.orthorhombic_spacing' depends on axioms: [propext, Classical.choice, Quot.sound]
#print axioms PlaneSpacing.hexagonal_spacing
-- 'PlaneSpacing.hexagonal_spacing' depends on axioms: [propext, Classical.choice, Quot.sound]
```

## How the proof follows the geometry

`reciprocalVector_dot_mulVec` and `mem_latticePlane_iff` turn the fractional equation into the Cartesian one. `reciprocalVector_normSq` proves positivity by the argument above, and identifies $G^{-1}$ by checking that $G$ times the candidate is 1.

In `normSq_decomposition`, `key` expands the square and `linear_combination` uses $(m/g\cdot g)(g\cdot g)=m$ to finish. `isLeast_length` takes `footPoint` as the minimiser and drops the nonnegative square for the lower bound. `planeSpacing_eq` then evaluates the infimum, and the main theorem squares it.

`length_eq_iff` gets uniqueness from the vanishing of that same square. `isLeast_adjacent_distance` applies the main theorem to $r-s$. The two special formulas verify explicit inverse metrics; in the hexagonal case, `hs` supplies $\sqrt3\,\sqrt3=3$, and the product identity `hmul` also shows that the determinant is nonzero.
